# A scalar linear theta step with z ≠ 0, uniquely solvable both ways, is undone by −z exactly when its two weights are equal

Take \(y_0=1\) and \(z=1/2\) in the rule

\[
y_1=y_0+z\bigl((1-c)y_0+c\,y_1\bigr),
\]

where \(c\) is the weight on the new value and \(z\) is the rate constant of \(y'=ky\) times the step size, so that \(-z\) belongs to a step of the same size backwards in time. Step once, then apply the same rule with \(-z\) to the result.

- With \(c=0\) (explicit Euler), \(1\to 3/2\to 3/4\).
- With \(c=1\) (implicit Euler), \(1\to 2\to 4/3\).
- With \(c=1/2\) (implicit midpoint), \(1\to 5/3\to 1\).

Solving the rule for \(y_1\) gives \(y_1=R(z)y_0\) with

\[
R(z)=\frac{1+(1-c)z}{1-cz},\qquad
R(-z)R(z)=\frac{1-(1-c)^2z^2}{1-c^2z^2}.
\]

The product is 1 exactly when \((1-c)^2z^2=c^2z^2\), that is, when \(z^2(1-2c)=0\). For \(z\ne0\) this means \(c=1/2\). The argument needs \(z\neq 0\) and two non-zero denominators. For a linear system \(y'=Ly\) with a non-zero step size and an implicit equation solvable from every state, equal weights are again required, with one exception: if \(L^2=0\), every weight works.

## The step as a relation between two states

For \(y'=f(y)\) with step size \(h\), the state \(y\) lies in a real vector space \(V\) of any dimension. It may collect all positions and velocities of a system; \(f\), called the force here and in the code, then gives the velocities as well as the accelerations.

```lean
import Mathlib

namespace ThetaStepReversibility

noncomputable section

variable {V : Type*} [AddCommGroup V] [Module ℝ V]

/-- One theta step of size `h` for `y' = f y`, leading from `y₀` to `y₁`: the force is evaluated
at the weighted mean of the old and the new state, with weight `c` on the new one. -/
def ThetaStep (f : V → V) (c h : ℝ) (y₀ y₁ : V) : Prop :=
  y₁ = y₀ + h • f ((1 - c) • y₀ + c • y₁)
```

`ThetaStep f c h y₀ y₁` says that \(y_1\) solves the implicit equation started from \(y_0\). It does not say that a solution exists or is unique. The force is evaluated at the averaged state; averaging the forces at the two states gives the same rule when \(f\) is linear, but not in general.

```lean
/-- The theta step is time reversible if every step of size `h` is undone by the same rule
with step size `-h`. -/
def Reversible (f : V → V) (c h : ℝ) : Prop :=
  ∀ y₀ y₁, ThetaStep f c h y₀ y₁ → ThetaStep f c (-h) y₁ y₀
```

`Reversible` requires that whenever \(y_0\to y_1\) is a step with \(h\), \(y_1\to y_0\) is a step with \(-h\). The sign of time is changed, and no velocities are flipped. If the backward equation has several solutions, \(y_0\) is one of them, though a numerical solver may find another.

```lean
/-- The factor by which a theta step multiplies the solution of a scalar linear equation, where `z`
is the rate constant times the step size and `c * z ≠ 1`. -/
def amplification (c z : ℝ) : ℝ := (1 + (1 - c) * z) / (1 - c * z)
```

This is \(R(z)\), with \(z=hk\) for the scalar equation \(y'=ky\).

## At equal weights, no condition on the force

The backward step reads \(y_0=y_1-hf((1-c)y_1+cy_0)\). Moving the force term to the other side gives

\[
y_1=y_0+hf\bigl(c\,y_0+(1-c)y_1\bigr),
\]

which is a forward step with the weights exchanged.

```lean
/-- A theta step backwards in time from `y₁` to `y₀` is the same as a step forwards from `y₀`
to `y₁` with the weights of the old and the new state exchanged. -/
theorem backward_step_iff (f : V → V) (c h : ℝ) (y₀ y₁ : V) :
    ThetaStep f c (-h) y₁ y₀ ↔ ThetaStep f (1 - c) h y₀ y₁ := by
  unfold ThetaStep
  -- both rules evaluate the force at the same point
  have e : (1 - (1 - c)) • y₀ + (1 - c) • y₁ = (1 - c) • y₁ + c • y₀ := by module
  rw [e]
  generalize f ((1 - c) • y₁ + c • y₀) = w
  constructor
  · intro k
    linear_combination (norm := module) (-1 : ℝ) • k
  · intro k
    linear_combination (norm := module) (-1 : ℝ) • k
```

The proof first shows that both rules evaluate \(f\) at the same point. It then replaces the force there by an arbitrary vector `w`, since only the rearrangement remains.

At \(c=1/2\) the exchange changes nothing, so the midpoint rule is reversible for every \(f\), with no assumption of linearity, smoothness or solvability.

```lean
/-- The implicit midpoint rule, `c = 1/2`, is time reversible for every force field, linear
or not. -/
theorem midpoint_reversible (f : V → V) (h : ℝ) : Reversible f (1 / 2) h := by
  intro y₀ y₁ s
  rw [backward_step_iff]
  have e : (1 : ℝ) - 1 / 2 = 1 / 2 := by norm_num
  rw [e]
  exact s
```

In a simulation this concerns exact solutions of the implicit equation in exact arithmetic; an iteration stopped early, or rounding, can spoil the return.

## Linearity, a non-zero step and a solution from every state

For the converse, let \(f=L\) be linear. Adding the forward and backward equations gives

\[
h(1-2c)\,L(y_1-y_0)=0.
\]

If \(h\ne0\) and \(c\ne1/2\), then \(Ly_1=Ly_0\), and the forward step becomes \(y_1=y_0+hLy_0\). Applying \(L\) gives \(hL^2y_0=0\), hence \(L^2y_0=0\).

Conversely, if \(L^2=0\), applying \(L\) to a step gives \(Ly_1=Ly_0\). The force is then the same at both ends, the weights are irrelevant, and \(y_0=y_1-hLy_1\) undoes the step.

```lean
/-- For a linear equation `y' = L y` whose theta step of size `h ≠ 0` can be solved from every
state, the step is time reversible exactly if `c = 1/2` or `L` squares to zero. -/
theorem linear_reversible_iff (L : V →ₗ[ℝ] V) {c h : ℝ} (hh : h ≠ 0)
    (hsolve : ∀ y₀, ∃ y₁, ThetaStep L c h y₀ y₁) :
    Reversible L c h ↔ c = 1 / 2 ∨ ∀ y, L (L y) = 0 := by
  constructor
  · intro hrev
    by_cases hc : c = 1 / 2
    · exact Or.inl hc
    right
    intro y
    obtain ⟨y₁, s⟩ := hsolve y
    have r := hrev y y₁ s
    unfold ThetaStep at s r
    simp only [map_add, map_smul] at s r
    -- the sum of the forward and the backward equation
    have key : (h * (1 - 2 * c)) • (L y₁ - L y) = 0 := by
      linear_combination (norm := module) (1 : ℝ) • s + (1 : ℝ) • r
    have hne : h * (1 - 2 * c) ≠ 0 := mul_ne_zero hh (fun e => hc (by linarith))
    have d : L y₁ = L y := sub_eq_zero.mp ((smul_eq_zero.mp key).resolve_left hne)
    -- apply `L` to the forward step
    rw [d] at s
    have s' := congrArg L s
    simp only [map_add, map_smul] at s'
    rw [d] at s'
    have t : h • L (L y) = 0 := by
      linear_combination (norm := module) (-1 : ℝ) • s'
    exact (smul_eq_zero.mp t).resolve_left hh
  · rintro (hc | hL)
    · rw [hc]
      exact midpoint_reversible _ h
    · intro y₀ y₁ s
      unfold ThetaStep at s ⊢
      -- the force is the same before and after the step
      have d : L y₁ = L y₀ := by
        have s' := congrArg L s
        simp only [map_add, map_smul, hL, smul_zero, add_zero] at s'
        exact s'
      simp only [map_add, map_smul] at s ⊢
      rw [d] at s ⊢
      linear_combination (norm := module) (-1 : ℝ) • s
```

**Linearity** means that \(f\) is a linear function of the whole state, as in a harmonic model with displacements measured from equilibrium. By hand it separates \(L((1-c)y_0+cy_1)\) into two terms; in the proof, `map_add` and `map_smul` do this. Without it, the sum of the two equations contains forces at two different points and the argument stops. The theorem therefore does not decide which nonlinear forces are reversible at other weights.

**The non-zero step**, `hh`, says that the step moves in time, forwards or backwards. It is used twice: to cancel \(h(1-2c)\) in `key`, and to cancel \(h\) in `t`. At \(h=0\) the step leaves every state alone and is reversible for every \(c\).

**Solvability**, `hsolve`, says that the integrator can proceed from any state. By hand and in the proof it supplies the \(y_1\) belonging to an arbitrary starting state; the direction from \(L^2=0\) to reversibility does not use it. Without it, `Reversible` requires nothing of a starting state from which no step exists. The equivalence itself would survive by another route, not taken in the code: for any state \(x\), the states \(y_0=x-chLx\) and \(y_1=x+(1-c)hLx\) form a step, and the summed equation then gives \(L^2x=0\) when \(c\neq1/2\).

## The oscillator meets the solvability condition at every step size

With position \(q\), velocity \(v\) and angular frequency \(\omega\), the one-dimensional oscillator has \(L(q,v)=(v,-\omega^2q)\).

```lean
/-- The equations of motion of a harmonic oscillator of angular frequency `ω`, acting on pairs
of position and velocity: `q' = v` and `v' = -ω² q`. -/
def oscillator (ω : ℝ) : (ℝ × ℝ) →ₗ[ℝ] (ℝ × ℝ) where
  toFun y := (y.2, -ω ^ 2 * y.1)
  map_add' x y := Prod.ext rfl (by
    show -ω ^ 2 * (x.1 + y.1) = -ω ^ 2 * x.1 + -ω ^ 2 * y.1
    ring)
  map_smul' a x := Prod.ext rfl (by
    show -ω ^ 2 * (a * x.1) = a * (-ω ^ 2 * x.1)
    ring)
```

Write \((q_0,v_0)\) for the old state and collect the known terms in

\[
A=q_0+h(1-c)v_0,\qquad B=v_0-h\omega^2(1-c)q_0.
\]

The new state obeys \(q=A+hcv\) and \(v=B-hc\omega^2q\), so

\[
q=\frac{A+hcB}{1+(hc\omega)^2},\qquad
v=\frac{B-hc\omega^2A}{1+(hc\omega)^2}.
\]

The denominator is at least 1, so solvability is derived here and needs no restriction on \(h\), \(c\) or \(\omega\).

```lean
/-- For the harmonic oscillator the implicit theta step has a solution from every state, for
every weight and every step size. -/
theorem oscillator_solvable (ω c h : ℝ) (y : ℝ × ℝ) :
    ∃ y₁, ThetaStep (oscillator ω) c h y y₁ := by
  have hD : 1 + (h * c * ω) ^ 2 ≠ 0 := by positivity
  obtain ⟨r, hr⟩ : ∃ r : ℝ, (1 + (h * c * ω) ^ 2) * r = 1 := ⟨_, mul_inv_cancel₀ hD⟩
  -- solve the two coupled equations for the new position and velocity
  obtain ⟨q, v, hq, hv⟩ : ∃ q v : ℝ, q = y.1 + h * ((1 - c) * y.2 + c * v) ∧
      v = y.2 + h * (-ω ^ 2 * ((1 - c) * y.1 + c * q)) := by
    refine ⟨((y.1 + h * (1 - c) * y.2) + h * c * (y.2 - h * ω ^ 2 * (1 - c) * y.1)) * r,
      ((y.2 - h * ω ^ 2 * (1 - c) * y.1) - h * c * ω ^ 2 * (y.1 + h * (1 - c) * y.2)) * r,
      ?_, ?_⟩
    · linear_combination (y.1 + h * (1 - c) * y.2) * hr
    · linear_combination (y.2 - h * ω ^ 2 * (1 - c) * y.1) * hr
  exact ⟨(q, v), Prod.ext hq hv⟩
```

In the proof, `r` is the reciprocal of the denominator, and the two `linear_combination` lines check the displayed solution.

Since \(L^2(q,v)=-\omega^2(q,v)\), the exceptional case \(L^2=0\) is \(\omega=0\), the free particle. Its velocity is constant, so it does not matter where in the step the velocity is taken.

```lean
/-- The theta step of size `h ≠ 0` for a harmonic oscillator is time reversible exactly if `c = 1/2`
or the frequency vanishes, which is the case of a free particle. -/
theorem oscillator_reversible_iff (ω c : ℝ) {h : ℝ} (hh : h ≠ 0) :
    Reversible (oscillator ω) c h ↔ c = 1 / 2 ∨ ω = 0 := by
  rw [linear_reversible_iff (oscillator ω) hh (oscillator_solvable ω c h)]
  refine or_congr Iff.rfl ⟨fun H => ?_, fun hω y => ?_⟩
  · -- test on a particle displaced by one unit and at rest
    have e : -ω ^ 2 * 1 = (0 : ℝ) := congrArg Prod.fst (H (1, 0))
    exact (pow_eq_zero_iff two_ne_zero).mp (by linarith)
  · refine Prod.ext ?_ ?_
    · show -ω ^ 2 * y.1 = 0
      simp [hω]
    · show -ω ^ 2 * y.2 = 0
      simp [hω]
```

The only remaining hypothesis is \(h\ne0\), passed on to the linear theorem. The proof finds \(\omega=0\) by testing \(L^2=0\) on the state \((1,0)\), a displaced particle at rest. For a single harmonic mode with \(\omega\neq0\), then, implicit midpoint is the only member of this one-parameter family that retraces its trajectory when the sign of the time step is changed.

## Two excluded values of cz in the scalar equation

For \(y'=ky\) the implicit equation is \((1-cz)y_1=(1+(1-c)z)y_0\). The condition \(cz\ne1\) allows division by the left-hand factor and gives exactly one new value.

```lean
/-- For the scalar equation `y' = k y` with `c h k ≠ 1`, the implicit theta step has exactly one
solution, the old value times the amplification factor. -/
theorem scalar_step_iff {c h k : ℝ} (hz : c * (h * k) ≠ 1) (y₀ y₁ : ℝ) :
    ThetaStep (fun y : ℝ => k * y) c h y₀ y₁ ↔ y₁ = amplification c (h * k) * y₀ := by
  have h1 : 1 - c * (h * k) ≠ 0 := sub_ne_zero.mpr (Ne.symm hz)
  simp only [ThetaStep, amplification, smul_eq_mul]
  rw [div_mul_eq_mul_div, eq_div_iff h1]
  constructor <;> intro e <;> linear_combination e
```

The proof clears the denominator in \(y_1=R(z)y_0\) and rearranges. The same theorem with \(-h\) in place of \(h\) covers the backward step, whose condition is \(cz\ne-1\).

```lean
/-- For a scalar linear equation with `z ≠ 0` and `c z` different from `1` and `-1`, the theta
step with `z` is undone by the step with `-z` from every initial value exactly if `c = 1/2`. -/
theorem scalar_undone_iff {c z : ℝ} (hz : z ≠ 0) (hp : c * z ≠ 1) (hm : c * z ≠ -1) :
    (∀ y₀ : ℝ, amplification c (-z) * (amplification c z * y₀) = y₀) ↔ c = 1 / 2 := by
  have h1 : 1 - c * z ≠ 0 := sub_ne_zero.mpr (Ne.symm hp)
  have h2 : 1 - c * (-z) ≠ 0 := fun e => hm (by linarith)
  unfold amplification
  constructor
  · intro H
    have e := H 1
    rw [mul_one, div_mul_div_comm, div_eq_one_iff_eq (mul_ne_zero h2 h1)] at e
    -- only the difference of the squared weights survives
    have k : z ^ 2 * (1 - 2 * c) = 0 := by linear_combination -e
    have k' := (mul_eq_zero.mp k).resolve_left (pow_ne_zero 2 hz)
    linarith
  · intro hc y₀
    have e : (1 + (1 - c) * (-z)) * (1 + (1 - c) * z) = (1 - c * (-z)) * (1 - c * z) := by
      rw [hc]
      ring
    rw [← mul_assoc, div_mul_div_comm, e, div_self (mul_ne_zero h2 h1), one_mul]

end

end ThetaStepReversibility
```

The left side of the equivalence says that the forward factor followed by the backward factor returns every \(y_0\).

**The condition** `hz`, \(z\ne0\), says that neither the rate constant nor the step size is zero. By hand it cancels \(z^2\) in \(z^2(1-2c)=0\). The proof tests \(y_0=1\), obtains this identity as `k`, and cancels \(z^2\) in the next line. At \(z=0\) both factors are 1 and every \(c\) works.

**The conditions** `hp` and `hm`, \(cz\ne1\) and \(cz\ne-1\), say that the forward and backward equations each determine one new value. They make the denominators non-zero, in the calculation by hand as in `h1` and `h2`. In the direction from \(c=1/2\), they allow the equal numerator and denominator to be cancelled by `div_self`. Without them the equivalence fails at \(c=1/2\), \(z=\pm2\): one of the two factors has a zero denominator, Lean assigns that quotient the value 0, and the product cannot return \(y_0=1\).

Both conditions follow from \(|cz|<1\), which is the condition for solving the scalar implicit equation by fixed-point iteration from any starting guess, because each iteration multiplies the error by \(cz\). The theorem needs only the weaker pair.

```lean
#print axioms ThetaStepReversibility.oscillator_reversible_iff
#print axioms ThetaStepReversibility.scalar_step_iff
#print axioms ThetaStepReversibility.scalar_undone_iff
```

```
'ThetaStepReversibility.oscillator_reversible_iff' depends on axioms: [propext, Classical.choice, Quot.sound]
'ThetaStepReversibility.scalar_step_iff' depends on axioms: [propext, Classical.choice, Quot.sound]
'ThetaStepReversibility.scalar_undone_iff' depends on axioms: [propext, Classical.choice, Quot.sound]
```
